# The commutator of two orthogonal projectors maps a vector to one of at most half its norm, with equality for a pair of spin filters in ℂ²

A spin-½ particle passes two ideal filters, one for "up along $z$" and one for "up along $x$". Swapping the filters changes the unnormalised output state. For filters described by orthogonal projectors $P$ and $Q$, the two outputs from an input $x$ differ by $(PQ-QP)x$, and the question is how large this difference can be. The answer is half the norm of $x$, and these two spin filters reach it.

## States in a complex inner-product space

States are vectors of a complex inner-product space `V`, with the inner product linear in its second slot. The derivation uses it for norms and for moving operators across $\langle\cdot,\cdot\rangle$. The bound itself could be stated with a norm alone, but symmetry is a condition on the inner product. Neither completeness nor finite dimension is assumed.

```lean
import Mathlib

namespace ProjectorCommutatorBound

noncomputable section

variable {V : Type*} [NormedAddCommGroup V] [InnerProductSpace ℂ V]
```

A yes-no observable is a linear map satisfying `IsProjector`, whose two fields are examined below. This covers sharp measurements only, not general effects.

```lean
/-- A yes-no observable: a symmetric idempotent linear map. -/
structure IsProjector (P : V →ₗ[ℂ] V) : Prop where
  idem : P * P = P
  symmetric : P.IsSymmetric
```

Write $C=PQ-QP$ (`opComm`) and $D=(P-Q)^2$ (`sqDiff`).

```lean
/-- The commutator `PQ - QP`. -/
def opComm {R : Type*} [Ring R] (P Q : R) : R := P * Q - Q * P

/-- The squared difference `(P - Q)²`. -/
def sqDiff {R : Type*} [Ring R] (P Q : R) : R := (P - Q) * (P - Q)
```

The filter for a single state $u$ is $x\mapsto\frac{\langle u,x\rangle}{\langle u,u\rangle}u$, so $u$ need not be normalised.

```lean
/-- The projector onto the ray spanned by a nonzero vector `u`. -/
def rayProjector (u : V) : V →ₗ[ℂ] V where
  toFun x := (inner ℂ u x / inner ℂ u u) • u
  map_add' x y := by rw [inner_add_right, add_div, add_smul]
  map_smul' c x := by
    rw [inner_smul_right, mul_div_assoc, mul_smul, RingHom.id_apply]
```

## Idempotency: repeating a question changes nothing

The condition $P^2=P$ says that a state which has passed a filter passes it again unchanged. By hand, with $S=PQ+QP$, it gives $D=P+Q-S$ and

$$C^2=PQPQ+QPQP-PQP-QPQ.$$

Moreover $(P+Q)^2=P+Q+S$, both $(P+Q)S$ and $S(P+Q)$ equal $S+PQP+QPQ$, and $S^2=PQPQ+QPQP+PQP+QPQ$. Hence

$$D^2=(P+Q+S)-2(S+PQP+QPQ)+S^2=D+C^2.$$

In `opComm_sq`, which holds in any ring, `simp` expands the products and contracts repeated factors, and `abel` collects the terms.

```lean
/-- For idempotents, the square of the commutator is `D² - D`, where `D = (P - Q)²`. -/
theorem opComm_sq {R : Type*} [Ring R] {P Q : R} (hP : P * P = P) (hQ : Q * Q = Q) :
    opComm P Q * opComm P Q = sqDiff P Q * sqDiff P Q - sqDiff P Q := by
  have hP' : ∀ Z, P * (P * Z) = P * Z := fun Z => by rw [← mul_assoc, hP]
  have hQ' : ∀ Z, Q * (Q * Z) = Q * Z := fun Z => by rw [← mul_assoc, hQ]
  simp only [opComm, sqDiff, mul_sub, sub_mul, mul_assoc, hP, hQ, hP', hQ']
  abel
```

Without idempotency there is no fixed bound: multiplying $P$ by a large real number keeps it symmetric and enlarges $C$ by the same factor.

## Symmetry: the filter projects orthogonally

Symmetry, $\langle Px,y\rangle=\langle x,Py\rangle$, makes the "yes" and "no" parts of a state orthogonal, so that their squared norms add up as probabilities must. It gives $\langle PQx,y\rangle=\langle x,QPy\rangle$, and therefore $\langle Cx,y\rangle=-\langle x,Cy\rangle$.

```lean
/-- The commutator of two projectors is skew-symmetric. -/
theorem opComm_skew {P Q : V →ₗ[ℂ] V} (hP : IsProjector P) (hQ : IsProjector Q) (x y : V) :
    inner ℂ (opComm P Q x) y = -inner ℂ x (opComm P Q y) := by
  have e1 : inner ℂ (P (Q x)) y = inner ℂ x (Q (P y)) :=
    (hP.symmetric _ _).trans (hQ.symmetric _ _)
  have e2 : inner ℂ (Q (P x)) y = inner ℂ x (P (Q y)) :=
    (hQ.symmetric _ _).trans (hP.symmetric _ _)
  simp only [opComm, LinearMap.sub_apply, Module.End.mul_apply, inner_sub_left,
    inner_sub_right, e1, e2]
  ring

/-- The inner product of a vector with itself is its squared norm. -/
theorem inner_self_cast (y : V) : inner ℂ y y = ((‖y‖ ^ 2 : ℝ) : ℂ) :=
  (inner_self_eq_norm_sq_to_K (𝕜 := ℂ) y).trans (Complex.ofReal_pow _ _).symm
```

$D$ is symmetric too, so $\langle x,Dx\rangle$ is real and

$$\|Cx\|^2=-\langle x,C^2x\rangle=\langle x,Dx\rangle-\|Dx\|^2,$$
$$\|Dx-\tfrac12x\|^2=\|Dx\|^2-\langle x,Dx\rangle+\tfrac14\|x\|^2.$$

Adding the two lines gives

$$\|Cx\|^2+\|Dx-\tfrac12x\|^2=\tfrac14\|x\|^2.$$

In the proof, `h1` carries the skew-symmetry combined with $C^2=D^2-D$, while `h2` and `h3` carry the symmetry of $D$. `linear_combination` adds them, and a cast returns the complex identity to real norms.

```lean
/-- Exact balance: the squared norm of `(PQ - QP)x` and that of `(P - Q)²x - x/2`
add up to a quarter of the squared norm of `x`. -/
theorem commutator_balance {P Q : V →ₗ[ℂ] V} (hP : IsProjector P) (hQ : IsProjector Q)
    (x : V) :
    ‖opComm P Q x‖ ^ 2 + ‖sqDiff P Q x - (1 / 2 : ℂ) • x‖ ^ 2 = ‖x‖ ^ 2 / 4 := by
  have hA : (P - Q).IsSymmetric := hP.symmetric.sub hQ.symmetric
  have hD : ∀ a b : V, inner ℂ (sqDiff P Q a) b = inner ℂ a (sqDiff P Q b) :=
    fun a b => (hA ((P - Q) a) b).trans (hA a ((P - Q) b))
  -- the algebraic identity, applied to the vector x
  have hC : opComm P Q (opComm P Q x) = sqDiff P Q (sqDiff P Q x) - sqDiff P Q x :=
    LinearMap.congr_fun (opComm_sq hP.idem hQ.idem) x
  have h1 := opComm_skew hP hQ x (opComm P Q x)
  rw [hC, inner_sub_right] at h1
  have h2 := hD x (sqDiff P Q x)
  have h3 := hD x x
  have hhalf : (starRingEnd ℂ) (1 / 2 : ℂ) = 1 / 2 := by
    have h := Complex.conj_ofReal (1 / 2)
    push_cast at h
    exact h
  have key : inner ℂ (opComm P Q x) (opComm P Q x)
      + inner ℂ (sqDiff P Q x - (1 / 2 : ℂ) • x) (sqDiff P Q x - (1 / 2 : ℂ) • x)
      = inner ℂ x x / 4 := by
    simp only [inner_sub_left, inner_sub_right, inner_smul_left, inner_smul_right, hhalf]
    linear_combination h1 + h2 - (1 / 2 : ℂ) * h3
  rw [inner_self_cast, inner_self_cast, inner_self_cast] at key
  exact_mod_cast key
```

Dropping the second square gives $\|Cx\|\le\|x\|/2$.

```lean
/-- The commutator of two projectors maps every vector to one of at most half its norm. -/
theorem norm_commutator_le_half {P Q : V →ₗ[ℂ] V} (hP : IsProjector P)
    (hQ : IsProjector Q) (x : V) : ‖opComm P Q x‖ ≤ ‖x‖ / 2 := by
  have h := commutator_balance hP hQ x
  nlinarith [norm_nonneg x, norm_nonneg (opComm P Q x),
    sq_nonneg ‖sqDiff P Q x - (1 / 2 : ℂ) • x‖]
```

Keeping it shows that equality holds exactly when $Dx=x/2$.

```lean
/-- A vector attains the bound exactly when `(P - Q)²` acts on it as one half. -/
theorem norm_commutator_eq_half_iff {P Q : V →ₗ[ℂ] V} (hP : IsProjector P)
    (hQ : IsProjector Q) (x : V) :
    ‖opComm P Q x‖ = ‖x‖ / 2 ↔ sqDiff P Q x = (1 / 2 : ℂ) • x := by
  have h := commutator_balance hP hQ x
  constructor
  · intro he
    rw [he] at h
    have h0 : ‖sqDiff P Q x - (1 / 2 : ℂ) • x‖ ^ 2 = 0 := by linarith
    exact sub_eq_zero.mp (norm_eq_zero.mp (pow_eq_zero_iff (two_ne_zero) |>.mp h0))
  · intro he
    rw [he, sub_self, norm_zero] at h
    apply le_antisymm (norm_commutator_le_half hP hQ x)
    nlinarith [norm_nonneg x, norm_nonneg (opComm P Q x)]
```

Without symmetry the bound fails. The idempotents $\begin{pmatrix}1&0\\0&0\end{pmatrix}$ and $\begin{pmatrix}1&t\\0&0\end{pmatrix}$ have commutator $\begin{pmatrix}0&t\\0&0\end{pmatrix}$, which grows with $t$.

Another model would take self-adjoint idempotents among the bounded operators on a Hilbert space and state $\|PQ-QP\|\le\frac12$ in the operator norm. That is a more compact inequality, but it adds completeness and no longer shows which vectors attain equality.

## A certain "yes" to $P$, and a saturated bound

Two further hypotheses concern the state: $Px=x$, meaning that $P$ answers "yes" with certainty, and $\|Cx\|=\|x\|/2$. The first turns $Dx$ into $x-PQx$; the second makes this $x/2$, so $PQx=x/2$. Then

$$\|Qx\|^2=\langle x,Qx\rangle=\langle Px,Qx\rangle=\langle x,PQx\rangle=\tfrac12\|x\|^2.$$

For a unit vector, $Q$ answers "yes" with probability one half. The proof follows the same chain, with `hc` holding $PQx=x/2$.

```lean
/-- If a vector in the range of `P` attains the bound, then `Q` keeps exactly half of its
squared norm. -/
theorem half_probability_of_saturation {P Q : V →ₗ[ℂ] V} (hP : IsProjector P)
    (hQ : IsProjector Q) {x : V} (hx : P x = x) (hs : ‖opComm P Q x‖ = ‖x‖ / 2) :
    ‖Q x‖ ^ 2 = ‖x‖ ^ 2 / 2 := by
  have hd := (norm_commutator_eq_half_iff hP hQ x).mp hs
  have idQ : Q (Q x) = Q x := LinearMap.congr_fun hQ.idem x
  simp only [sqDiff, Module.End.mul_apply, LinearMap.sub_apply, map_sub, hx, idQ] at hd
  -- on x, the product PQ acts as one half
  have hc : P (Q x) = (1 / 2 : ℂ) • x := by
    linear_combination (norm := module) (-1 : ℂ) • hd
  have h1 : inner ℂ (Q x) (Q x) = inner ℂ x (Q (Q x)) := hQ.symmetric x (Q x)
  have h2 : inner ℂ (P x) (Q x) = inner ℂ x (P (Q x)) := hP.symmetric x (Q x)
  rw [idQ] at h1
  rw [hx, hc, inner_smul_right] at h2
  have h3 := h1.trans h2
  rw [inner_self_cast, inner_self_cast] at h3
  have h4 : ‖Q x‖ ^ 2 = 1 / 2 * ‖x‖ ^ 2 := by
    apply Complex.ofReal_injective
    push_cast at h3 ⊢
    exact h3
  linarith
```

Without saturation, $Q=P$ gives probability one. Without $Px=x$, the spin filters below give a counterexample: $x=(1,1)/\sqrt2$ saturates the bound, yet passes $Q$ with certainty.

## A nonzero vector for each ray

A pure state needs $u\ne0$. By hand and in the proof, this permits cancelling $\langle u,u\rangle$ when the projector is applied twice. For $u=0$ there is no ray, and the Lean definition gives the zero map, since it returns multiples of $u$.

```lean
/-- The map onto the ray of a nonzero vector is a projector. -/
theorem rayProjector_isProjector {u : V} (hu : u ≠ 0) : IsProjector (rayProjector u) := by
  have h0 : inner ℂ u u ≠ 0 := inner_self_ne_zero.mpr hu
  refine ⟨?_, ?_⟩
  · ext x
    change (inner ℂ u ((inner ℂ u x / inner ℂ u u) • u) / inner ℂ u u) • u
      = (inner ℂ u x / inner ℂ u u) • u
    rw [inner_smul_right, mul_div_assoc, div_self h0, mul_one]
  · intro x y
    change inner ℂ ((inner ℂ u x / inner ℂ u u) • u) y
      = inner ℂ x ((inner ℂ u y / inner ℂ u u) • u)
    rw [inner_smul_left, inner_smul_right, map_div₀, inner_conj_symm, inner_conj_symm]
    ring
```

The vectors $(1,0)$ and $(1,1)$, the latter normalised to $(1,1)/\sqrt2$, are spin up along $z$ and along $x$. Here

$$P-Q=\tfrac12\begin{pmatrix}1&-1\\-1&-1\end{pmatrix},\qquad D=\tfrac12\begin{pmatrix}1&0\\0&1\end{pmatrix},$$

so every vector attains the bound. The proof computes both projectors in coordinates (`hp`, `hq`), checks $Dx=x/2$ entry by entry and applies the equality criterion.

```lean
/-- The projectors onto `(1,0)` and `(1,1)` in `ℂ²` attain the bound on every vector. -/
theorem norm_commutator_eq_half_witness :
    let P := rayProjector (!₂[1, 0] : EuclideanSpace ℂ (Fin 2))
    let Q := rayProjector (!₂[1, 1] : EuclideanSpace ℂ (Fin 2))
    IsProjector P ∧ IsProjector Q ∧ ∀ x, ‖opComm P Q x‖ = ‖x‖ / 2 := by
  intro P Q
  have hP : IsProjector P := rayProjector_isProjector (fun h => by
    have h' := congrArg (fun v : EuclideanSpace ℂ (Fin 2) => v 0) h
    simp at h')
  have hQ : IsProjector Q := rayProjector_isProjector (fun h => by
    have h' := congrArg (fun v : EuclideanSpace ℂ (Fin 2) => v 0) h
    simp at h')
  -- both projectors in coordinates
  have n0 : inner ℂ (!₂[1, 0] : EuclideanSpace ℂ (Fin 2)) !₂[1, 0] = 1 := by
    rw [PiLp.inner_apply]
    norm_num [Fin.sum_univ_two]
  have n1 : inner ℂ (!₂[1, 1] : EuclideanSpace ℂ (Fin 2)) !₂[1, 1] = 2 := by
    rw [PiLp.inner_apply]
    norm_num [Fin.sum_univ_two]
  have hp : ∀ x, P x = !₂[x 0, 0] := fun x => by
    change (inner ℂ (!₂[1, 0] : EuclideanSpace ℂ (Fin 2)) x
      / inner ℂ (!₂[1, 0] : EuclideanSpace ℂ (Fin 2)) !₂[1, 0]) • !₂[1, 0] = _
    rw [n0]
    ext i
    fin_cases i <;> simp [PiLp.inner_apply, Fin.sum_univ_two]
  have hq : ∀ x, Q x = !₂[(x 0 + x 1) / 2, (x 0 + x 1) / 2] := fun x => by
    change (inner ℂ (!₂[1, 1] : EuclideanSpace ℂ (Fin 2)) x
      / inner ℂ (!₂[1, 1] : EuclideanSpace ℂ (Fin 2)) !₂[1, 1]) • !₂[1, 1] = _
    rw [n1]
    ext i
    fin_cases i <;> simp [PiLp.inner_apply, Fin.sum_univ_two]
  refine ⟨hP, hQ, fun x => (norm_commutator_eq_half_iff hP hQ x).mpr ?_⟩
  simp only [sqDiff, Module.End.mul_apply, LinearMap.sub_apply, hp, hq]
  ext i
  fin_cases i <;> simp <;> ring

end

end ProjectorCommutatorBound
```

```lean
#print axioms ProjectorCommutatorBound.norm_commutator_le_half
-- 'ProjectorCommutatorBound.norm_commutator_le_half' depends on axioms: [propext, Classical.choice, Quot.sound]
#print axioms ProjectorCommutatorBound.half_probability_of_saturation
-- 'ProjectorCommutatorBound.half_probability_of_saturation' depends on axioms: [propext, Classical.choice, Quot.sound]
```
